# Minimal coupling in a uniform vector potential: transition elements from dipole elements

If a momentum matrix element in the coupling to light is replaced by a dipole matrix element without the factor of the energy difference, the strength of each transition comes out with the wrong dependence on its energy. In a uniform vector potential, the term quadratic in that potential is a number times the identity: it contributes nothing between field-free eigenstates of different energy, but it shifts the expectation value of the Hamiltonian by the same amount in every normalised state.

For symmetric momenta and potential that obey the canonical relations below, one formula gives the matrix elements between different energies; the shift is derived in a later section. Let H0 be the Hamiltonian without the field and H_A the one with it, and let f and g satisfy H0 f = Ef f and H0 g = Eg g with Ef ≠ Eg. Then

⟨f, H_A g⟩ = −i (Ef − Eg) Σ_j q_j A_j ⟨f, x_j g⟩.

The index j runs over all Cartesian coordinates of all particles. Coordinate j has position x_j, momentum p_j, mass m_j, charge q_j and vector-potential component A_j. Units have ħ = 1, and the coupling is p − qA, so an electron has negative q.

## Two Hamiltonians and their commutation relations

Operators are linear maps of a complex vector space to itself, `Module.End ℂ E`. Where matrix elements are needed, the space is `F`, which has an inner product that is conjugate-linear in its first argument.

In Lean 4 with Mathlib:

```lean
import Mathlib

open Finset

namespace MinimalCouplingDipole

noncomputable section

variable {ι : Type*} [Fintype ι]
variable {E : Type*} [AddCommGroup E] [Module ℂ E]
variable {F : Type*} [NormedAddCommGroup F] [InnerProductSpace ℂ F]
```

Without the field,

H0 = Σ_j p_j²/(2m_j) + V.

```lean
/-- The field-free Hamiltonian `∑ p_j² / (2 m_j) + V`; the index runs over all Cartesian
coordinates of all particles. -/
def fieldFree (m : ι → ℝ) (p : ι → Module.End ℂ E) (V : Module.End ℂ E) : Module.End ℂ E :=
  ∑ j, (1 / (2 * (m j : ℂ))) • (p j) ^ 2 + V
```

With it, each momentum is shifted by a number times the identity:

H_A = Σ_j (p_j − q_j A_j)²/(2m_j) + V.

Taking A_j to be a real number makes the field classical and independent of the positions. In the long-wavelength approximation the field is uniform over the system, so all particles share the same Cartesian components; the algebra does not need them to be shared. There is no spin term.

```lean
/-- The minimally coupled Hamiltonian `∑ (p_j - q_j A_j)² / (2 m_j) + V`, with a real number `A_j`
as the vector-potential component for each coordinate. -/
def minimallyCoupled (m q A : ι → ℝ) (p : ι → Module.End ℂ E) (V : Module.End ℂ E) :
    Module.End ℂ E :=
  ∑ j, (1 / (2 * (m j : ℂ))) • (p j - ((q j : ℂ) * (A j : ℂ)) • 1) ^ 2 + V
```

The algebraic assumptions are

[x_j, p_k] = i δ_jk and [x_j, V] = 0.

The second says that V is local. Interactions between particles that depend only on positions are allowed; a nonlocal pseudopotential in general is not.

```lean
/-- Positions and momenta obey `[x_j, p_k] = i δ_jk`, and the potential commutes with every
position. -/
structure CanonicalWithPotential {ι : Type*} [DecidableEq ι]
    (x p : ι → Module.End ℂ E) (V : Module.End ℂ E) : Prop where
  ccr : ∀ j k, x j * p k - p k * x j = if j = k then Complex.I • 1 else 0
  potential_comm : ∀ j, x j * V = V * x j
```

## The quadratic term is a number

Since q_j A_j commutes with p_j,

(p_j − q_j A_j)²/(2m_j) = p_j²/(2m_j) − (q_j A_j/m_j) p_j + (q_j A_j)²/(2m_j).

Summing over j and adding V gives

H_A = H0 − Σ_j (q_j A_j/m_j) p_j + Σ_j (q_j A_j)²/(2m_j).

In the proof, `h` is the identity for one coordinate: `simp only` multiplies out the square and `module` collects the coefficients.

```lean
/-- Minimal coupling adds to the field-free Hamiltonian a term linear in the momenta and a
multiple of the identity quadratic in the vector potential. -/
theorem minimallyCoupled_expand (m q A : ι → ℝ) (p : ι → Module.End ℂ E)
    (V : Module.End ℂ E) :
    minimallyCoupled m q A p V = fieldFree m p V
      - ∑ j, ((q j : ℂ) * (A j : ℂ) / (m j : ℂ)) • p j
      + (∑ j, ((q j : ℂ) * (A j : ℂ)) ^ 2 / (2 * (m j : ℂ))) • (1 : Module.End ℂ E) := by
  -- complete the square backwards, coordinate by coordinate
  have h : ∀ j, (1 / (2 * (m j : ℂ))) • (p j - ((q j : ℂ) * (A j : ℂ)) • 1) ^ 2
      = (1 / (2 * (m j : ℂ))) • (p j) ^ 2 - ((q j : ℂ) * (A j : ℂ) / (m j : ℂ)) • p j
        + (((q j : ℂ) * (A j : ℂ)) ^ 2 / (2 * (m j : ℂ))) • (1 : Module.End ℂ E) := by
    intro j
    simp only [pow_two (p j), pow_two (p j - _), sub_mul, mul_sub, smul_mul_assoc,
      mul_smul_comm, one_mul, mul_one]
    module
  rw [minimallyCoupled, fieldFree, Finset.sum_congr rfl (fun j _ => h j),
    Finset.sum_add_distrib, Finset.sum_sub_distrib, Finset.sum_smul]
  abel
```

## Momentum as a commutator

For each k,

[x_j, p_k²] = [x_j, p_k] p_k + p_k [x_j, p_k] = 2i δ_jk p_k.

Dividing by 2m_k and summing over k leaves only k = j, and V commutes with x_j, so

[x_j, H0] = (i/m_j) p_j.

The first equality is `e`, checked by `noncomm_ring`. The case split on j = k then evaluates the commutator, and `Finset.sum_ite_eq` selects the surviving term.

```lean
/-- The commutator of a position with the field-free Hamiltonian is `i p_j / m_j`. -/
theorem position_commutator [DecidableEq ι] (m : ι → ℝ) {x p : ι → Module.End ℂ E}
    {V : Module.End ℂ E} (hc : CanonicalWithPotential x p V) (j : ι) :
    x j * fieldFree m p V - fieldFree m p V * x j = (Complex.I / (m j : ℂ)) • p j := by
  have h : ∀ k, x j * ((1 / (2 * (m k : ℂ))) • (p k) ^ 2)
      - ((1 / (2 * (m k : ℂ))) • (p k) ^ 2) * x j
      = if j = k then (Complex.I / (m k : ℂ)) • p k else 0 := by
    intro k
    have e : x j * (p k) ^ 2 - (p k) ^ 2 * x j
        = (x j * p k - p k * x j) * p k + p k * (x j * p k - p k * x j) := by
      noncomm_ring
    rw [mul_smul_comm, smul_mul_assoc, ← smul_sub, e, hc.ccr j k]
    split_ifs
    · rw [smul_mul_assoc, mul_smul_comm, one_mul, mul_one]
      module
    · simp
  calc x j * fieldFree m p V - fieldFree m p V * x j
      = ∑ k, (x j * ((1 / (2 * (m k : ℂ))) • (p k) ^ 2)
          - ((1 / (2 * (m k : ℂ))) • (p k) ^ 2) * x j) + (x j * V - V * x j) := by
        rw [fieldFree, mul_add, add_mul, Finset.mul_sum, Finset.sum_mul,
          Finset.sum_sub_distrib]
        abel
    _ = (Complex.I / (m j : ℂ)) • p j := by
        rw [Finset.sum_congr rfl (fun k _ => h k), hc.potential_comm j, sub_self, add_zero,
          Finset.sum_ite_eq, if_pos (Finset.mem_univ j)]
```

## Moving H0 across the inner product

For any vectors u and v, symmetry of p_j used twice gives

⟨p_j² u, v⟩ = ⟨p_j u, p_j v⟩ = ⟨u, p_j² v⟩.

The factor 1/(2m_j) is real, which is what `hr` records, and V is symmetric by hypothesis. Hence ⟨H0 u, v⟩ = ⟨u, H0 v⟩. Symmetry of x_j is never used.

```lean
/-- Symmetric momenta and a symmetric potential give a symmetric field-free Hamiltonian. -/
theorem fieldFree_symmetric (m : ι → ℝ) {p : ι → Module.End ℂ F} {V : Module.End ℂ F}
    (hp : ∀ j, (p j).IsSymmetric) (hV : V.IsSymmetric) : (fieldFree m p V).IsSymmetric := by
  intro u v
  have h : ∀ j, inner ℂ (((1 / (2 * (m j : ℂ))) • (p j) ^ 2) u) v
      = inner ℂ u (((1 / (2 * (m j : ℂ))) • (p j) ^ 2) v) := by
    intro j
    have hcast : 1 / (2 * (m j : ℂ)) = ((1 / (2 * m j) : ℝ) : ℂ) := by
      simp only [Complex.ofReal_div, Complex.ofReal_mul, Complex.ofReal_one,
        Complex.ofReal_ofNat]
    have hr : (starRingEnd ℂ) (1 / (2 * (m j : ℂ))) = 1 / (2 * (m j : ℂ)) := by
      rw [hcast, Complex.conj_ofReal]
    simp only [LinearMap.smul_apply, inner_smul_left, inner_smul_right, pow_two,
      Module.End.mul_apply]
    rw [hr, hp j (p j u) v, hp j u (p j v)]
  simp only [fieldFree, LinearMap.add_apply, LinearMap.sum_apply, inner_add_left,
    inner_add_right, sum_inner, inner_sum]
  rw [hV u v, Finset.sum_congr rfl (fun j _ => h j)]
```

## Trading momentum for position

Take the commutator between the two eigenvectors:

(i/m_j) ⟨f, p_j g⟩ = ⟨f, x_j H0 g⟩ − ⟨H0 f, x_j g⟩ = (Eg − Ef) ⟨f, x_j g⟩.

This is `hx`. Multiplying by −i q_j A_j gives

(q_j A_j/m_j) ⟨f, p_j g⟩ = i (Ef − Eg) q_j A_j ⟨f, x_j g⟩,

whose sum over j is `hs`. Inserting it in the expansion of H_A yields, for any two eigenvectors,

⟨f, H_A g⟩ = (Eg + Σ_j (q_j A_j)²/(2m_j)) ⟨f, g⟩ − i (Ef − Eg) Σ_j q_j A_j ⟨f, x_j g⟩.

```lean
variable [DecidableEq ι]

/-- Matrix element of the minimally coupled Hamiltonian between any two field-free
eigenvectors: the term quadratic in the vector potential multiplies their overlap. -/
theorem matrixElement_general (m q A : ι → ℝ) {x p : ι → Module.End ℂ F}
    {V : Module.End ℂ F} (hc : CanonicalWithPotential x p V)
    (hp : ∀ j, (p j).IsSymmetric) (hV : V.IsSymmetric) {f g : F} {Ef Eg : ℝ}
    (hf : fieldFree m p V f = (Ef : ℂ) • f) (hg : fieldFree m p V g = (Eg : ℂ) • g) :
    inner ℂ f (minimallyCoupled m q A p V g)
      = ((Eg : ℂ) + ∑ j, ((q j : ℂ) * (A j : ℂ)) ^ 2 / (2 * (m j : ℂ))) * inner ℂ f g
        - Complex.I * ((Ef : ℂ) - Eg) * ∑ j, (q j : ℂ) * (A j : ℂ) * inner ℂ f (x j g) := by
  -- the commutator between eigenvectors trades momentum for position
  have hx : ∀ j, Complex.I / (m j : ℂ) * inner ℂ f (p j g)
      = ((Eg : ℂ) - Ef) * inner ℂ f (x j g) := by
    intro j
    have h1 := congrArg (fun T : Module.End ℂ F => inner ℂ f (T g))
      (position_commutator m hc j)
    simp only [LinearMap.sub_apply, Module.End.mul_apply, LinearMap.smul_apply,
      inner_sub_right, inner_smul_right, hg, map_smul] at h1
    have h2 : inner ℂ f (fieldFree m p V (x j g)) = (Ef : ℂ) * inner ℂ f (x j g) := by
      rw [← fieldFree_symmetric m hp hV f (x j g), hf, inner_smul_left, Complex.conj_ofReal]
    rw [h2] at h1
    linear_combination -h1
  have hs : ∑ j, (q j : ℂ) * (A j : ℂ) / (m j : ℂ) * inner ℂ f (p j g)
      = Complex.I * ((Ef : ℂ) - Eg) * ∑ j, (q j : ℂ) * (A j : ℂ) * inner ℂ f (x j g) := by
    rw [Finset.mul_sum]
    refine Finset.sum_congr rfl fun j _ => ?_
    linear_combination (-Complex.I * (q j : ℂ) * (A j : ℂ)) * hx j
      + ((q j : ℂ) * (A j : ℂ) / (m j : ℂ) * inner ℂ f (p j g)) * Complex.I_sq
  rw [minimallyCoupled_expand]
  simp only [LinearMap.add_apply, LinearMap.sub_apply, LinearMap.sum_apply,
    LinearMap.smul_apply, Module.End.one_apply, inner_add_right, inner_sub_right, inner_sum,
    inner_smul_right, hg]
  rw [hs]
  ring
```

## Different energies

Symmetry of H0 gives Ef ⟨f, g⟩ = Eg ⟨f, g⟩, that is,

(Ef − Eg) ⟨f, g⟩ = 0.

With Ef ≠ Eg the overlap vanishes (`h0`), and the quadratic term goes with it. What remains is the formula stated at the start, exact in A_j.

For exact eigenvectors of a field-free Hamiltonian with a local potential, this links the momentum and dipole forms of the transition elements used in electronic-structure calculations. With approximate eigenvectors the two forms can differ.

The operators act on the whole of `F`, which need not be complete, so `F` plays the part of a common domain that x_j, p_j and V map into itself and that contains f and g. A harmonic oscillator fits, with polynomials times a Gaussian as the domain. A Coulomb potential is singular and would need a separate argument about domains.

```lean
/-- Between field-free eigenvectors of different energy, the minimally coupled Hamiltonian has
the matrix element `-i (Ef - Eg) ∑ q_j A_j ⟨f, x_j g⟩`. -/
theorem transition_element (m q A : ι → ℝ) {x p : ι → Module.End ℂ F}
    {V : Module.End ℂ F} (hc : CanonicalWithPotential x p V)
    (hp : ∀ j, (p j).IsSymmetric) (hV : V.IsSymmetric) {f g : F} {Ef Eg : ℝ}
    (hf : fieldFree m p V f = (Ef : ℂ) • f) (hg : fieldFree m p V g = (Eg : ℂ) • g)
    (hE : Ef ≠ Eg) :
    inner ℂ f (minimallyCoupled m q A p V g)
      = -Complex.I * ((Ef : ℂ) - Eg) * ∑ j, (q j : ℂ) * (A j : ℂ) * inner ℂ f (x j g) := by
  -- eigenvectors of different energy are orthogonal, which removes the quadratic term
  have h0 : inner ℂ f g = 0 := by
    have h := fieldFree_symmetric m hp hV f g
    rw [hf, hg, inner_smul_left, inner_smul_right, Complex.conj_ofReal] at h
    have h' : ((Ef : ℂ) - Eg) * inner ℂ f g = 0 := by linear_combination h
    exact (mul_eq_zero.mp h').resolve_left (sub_ne_zero.mpr (by exact_mod_cast hE))
  rw [matrixElement_general m q A hc hp hV hf hg, h0]
  ring
```

## The shift on the diagonal

For f = g with ‖g‖ = 1, the energy difference is zero and the overlap is one, so

⟨g, H_A g⟩ = Eg + Σ_j (q_j A_j)²/(2m_j).

The quadratic term therefore survives in expectation values. For positive masses, and if some q_j A_j is nonzero, it raises them, by the same amount in every normalised eigenvector of H0.

```lean
/-- In a normalised field-free eigenvector, the expectation value of the minimally coupled
Hamiltonian is the field-free energy plus `∑ (q_j A_j)² / (2 m_j)`. -/
theorem diagonal_element (m q A : ι → ℝ) {x p : ι → Module.End ℂ F}
    {V : Module.End ℂ F} (hc : CanonicalWithPotential x p V)
    (hp : ∀ j, (p j).IsSymmetric) (hV : V.IsSymmetric) {g : F} {Eg : ℝ}
    (hg : fieldFree m p V g = (Eg : ℂ) • g) (hn : ‖g‖ = 1) :
    inner ℂ g (minimallyCoupled m q A p V g)
      = (Eg : ℂ) + ∑ j, ((q j : ℂ) * (A j : ℂ)) ^ 2 / (2 * (m j : ℂ)) := by
  have h1 : inner ℂ g g = (1 : ℂ) := by
    rw [inner_self_eq_norm_sq_to_K, hn]
    simp
  rw [matrixElement_general m q A hc hp hV hg hg, h1]
  ring
```

## A realisation by polynomials

Let x_j multiply a polynomial by its j-th variable, let p_k = −i ∂_k, and let V multiply by a fixed polynomial W. The product rule gives

x_j (−i ∂_k f) + i ∂_k (x_j f) = i δ_jk f,

where f is now any polynomial, and the two multiplications commute. The assumptions in `CanonicalWithPotential` are therefore consistent on a space that is not trivial. No inner product is placed on the polynomials here, so this example does not address symmetry or eigenvectors.

```lean
omit [Fintype ι] in
/-- On polynomials, multiplication by the variables, `-i` times the partial derivatives, and
multiplication by any polynomial `W` satisfy the commutation relations. -/
theorem canonicalWithPotential_witness (W : MvPolynomial ι ℂ) :
    CanonicalWithPotential
      (fun j : ι => LinearMap.mulLeft ℂ (MvPolynomial.X j : MvPolynomial ι ℂ))
      (fun k : ι => (-Complex.I) • (MvPolynomial.pderiv (R := ℂ) k).toLinearMap)
      (LinearMap.mulLeft ℂ W) := by
  refine ⟨fun j k => LinearMap.ext fun f => ?_, fun j => LinearMap.ext fun f => ?_⟩
  · -- the product rule produces the canonical commutator
    have h : MvPolynomial.pderiv k (MvPolynomial.X j * f)
        = MvPolynomial.X j * MvPolynomial.pderiv k f
          + f * MvPolynomial.pderiv k (MvPolynomial.X j) := by
      rw [Derivation.leibniz, smul_eq_mul, smul_eq_mul]
    change MvPolynomial.X j * ((-Complex.I) • MvPolynomial.pderiv k f)
      - (-Complex.I) • MvPolynomial.pderiv k (MvPolynomial.X j * f) = _
    rw [h]
    by_cases hjk : j = k
    · subst hjk
      rw [MvPolynomial.pderiv_X_self, if_pos rfl, mul_one, mul_smul_comm]
      change _ = Complex.I • f
      module
    · rw [MvPolynomial.pderiv_X_of_ne hjk, if_neg hjk, mul_zero, add_zero, mul_smul_comm,
        sub_self]
      rfl
  · change MvPolynomial.X j * (W * f) = W * (MvPolynomial.X j * f)
    ring

end

end MinimalCouplingDipole
```

```lean
#print axioms MinimalCouplingDipole.minimallyCoupled_expand
#print axioms MinimalCouplingDipole.transition_element
#print axioms MinimalCouplingDipole.diagonal_element
```

```
'MinimalCouplingDipole.minimallyCoupled_expand' depends on axioms: [propext, Classical.choice, Quot.sound]
'MinimalCouplingDipole.transition_element' depends on axioms: [propext, Classical.choice, Quot.sound]
'MinimalCouplingDipole.diagonal_element' depends on axioms: [propext, Classical.choice, Quot.sound]
```
